# Band condition and gaps of the Kronig-Penney delta comb

## Physical setting

In a one-dimensional periodic potential the Schrödinger equation has two independent solutions at every energy, so the mere existence of solutions does not show which energies are allowed. Folding the free parabola into the Brillouin zone does not show it either: the folded bands touch and no gap appears. A criterion on one cell decides the matter.

Take one particle of mass $m$ in units $\hbar^2/2m=1$, energy $q^2$, and delta barriers of strength $g$ at spacing $a$:
$$-\psi''+g\sum_{j\in\mathbb Z}\delta(x-ja)\,\psi=q^2\psi .$$
This is the delta-barrier form of the Kronig-Penney model; barriers of finite width are not treated. For this one-dimensional, non-interacting model the result, read physically, gives the allowed bands at positive energy; for $g<0$ there are also allowed negative energies, which are not treated.

## Statement

Let $M$ carry $(\psi,\psi')$ from just before one barrier to just before the next, and let $D=\cos qa+g\sin(qa)/(2q)$. A Floquet multiplier is a complex eigenvalue of $M$, and a Bloch mode is a multiplier of modulus one.

- `dispersion`: for $q\ne0$ and real $a,g,\theta$, $e^{i\theta}$ is a multiplier exactly when $\cos\theta=D$.
- `band_condition`: for $q\neq0$, a Bloch mode exists exactly when $|D|\le1$.
- `gap_criterion`: if $q>0$, $n\in\mathbb N$, $qa=n\pi+t$, $0<t\le\pi/2$ and $\pi qt<2g$, then $|D|>1$.
- `gap_above`: for $a,g>0$ and every $n\ge0$ there is $\delta>0$ with $|D|>1$ and no Bloch mode on $n\pi/a<q<n\pi/a+\delta$.
- `edge_allowed`: for $a\ne0$, $n\ge1$ and any $g$, the point $q=n\pi/a$ has a Bloch mode.

## Derivation

Integrating across a barrier leaves $\psi$ continuous and sends $\psi'\to\psi'+g\psi$. Between barriers $\psi=A\cos qx+B\sin qx$ with constants $A,B$, and the addition formulas give, with $c=\cos qa$, $s=\sin qa$,
$$\psi(x+a)=c\,\psi(x)+\tfrac{s}{q}\psi'(x),\qquad \psi'(x+a)=-qs\,\psi(x)+c\,\psi'(x).$$
Hence
$$M=\begin{pmatrix}c&s/q\\-qs&c\end{pmatrix}\begin{pmatrix}1&0\\g&1\end{pmatrix}=\begin{pmatrix}c+gs/q&s/q\\gc-qs&c\end{pmatrix},$$
with $\det M=(c^2+s^2)\cdot1=1$ and $\operatorname{tr}M=2D$.

A number $\mu$ is an eigenvalue when $\det(M-\mu)=\mu^2-\operatorname{tr}M\,\mu+1=0$. For $\mu=e^{i\theta}$ the polynomial equals $e^{i\theta}(2\cos\theta-\operatorname{tr}M)$, which vanishes exactly when $\cos\theta=D$. A multiplier of modulus one equals $e^{i\arg\mu}$, so $|D|\le1$; conversely, if $|D|\le1$, take $\theta=\arccos D$.

For $qa=n\pi+t$ one has $c=(-1)^n\cos t$ and $s=(-1)^n\sin t$. The condition $\pi qt<2g$ makes $g$ positive, and $\cos t\ge1-t^2/2$ and $\sin t\ge2t/\pi$ on $[0,\pi/2]$ give
$$(-1)^nD=\cos t+\frac{g\sin t}{2q}\ge1-\frac{t^2}{2}+\frac{gt}{\pi q}>1,$$
the last step being $\pi qt<2g$ multiplied by $t/(2\pi q)$. Put $\tau=\min\bigl(\pi/2,\;2ga/(\pi(n\pi+\pi/2))\bigr)$. For $0<t<\tau$, $\pi t\,qa\le\pi t(n\pi+\pi/2)<2ga$, so $\delta=\tau/a$ serves. At $t=0$, $n\ge1$, one has $s=0$ and $D=(-1)^n$.

Example with $a=1$. For $q=g=\pi/2$, $D=1/2$ and the multipliers are $e^{\pm i\pi/3}$. For $q=3\pi/2$ ($n=1$, $t=\pi/2$) and $g=12$, the criterion $3\pi^3/4\approx23.3<24$ holds, $D=-4/\pi\approx-1.27$, and $\mu=D\pm\sqrt{D^2-1}\approx-0.49,\,-2.06$. At this $q$, $|D|>1$ already for $g>3\pi\approx9.4$, while the criterion needs $g>11.6$: it is sufficient, not sharp.

For $g=0$, $D=\cos qa$ and every $q\ne0$ is allowed. For $n=0$ and $g>0$ the forbidden interval $0<q<\tau/a$, with $\tau=\min(\pi/2,4ga/\pi^2)$, lies below the lowest band and is not a gap between two bands.

To plot the positive-energy bands of this model, one can evaluate $D$ on a grid of $q>0$, keep the points with $|D|\le1$, and draw $q^2$ against the crystal momentum $k=\pm\arccos(D)/a$ in the first Brillouin zone. A Born-von Karman ring of $N$ cells selects $\theta=2\pi l/N$ with integer $l$.

## What the formal version assumes

`freeProp`, `deltaKick` and `cellTransfer` are the real $2\times2$ matrices above; component 0 is $\psi$ and component 1 is $\psi'$, and the kick acts first. `kpFunction` is $D$. `IsMultiplier` asks for a nonzero complex vector `v`, of any normalisation, with $Mv=\mu v$; `HasBlochMode` adds `‖μ‖ = 1`. The free matrix is justified by `freeProp_propagates` for waves of the form `wave`, whereas the jump condition enters as the definition of `deltaKick`. No Hamiltonian appears, so the passage from a Bloch mode to a bounded solution on the line or to the spectrum, and likewise the ring condition, is physical interpretation that Lean has not checked. Real $q$ covers positive energies only. At $q=0$ Lean reads $\sin(qa)/q$ as $0$ instead of its limit $a$, so that point is excluded. `gap_above` states that some $\delta$ exists and does not locate the upper edge of the gap.

```lean
import Mathlib

open Matrix Real

namespace KronigPenneyComb

noncomputable section

/-- The free wave `A cos(qx) + B sin(qx)` of wave number `q`. -/
def wave (q A B x : ℝ) : ℝ := A * cos (q * x) + B * sin (q * x)

/-- Transfer matrix acting on `(ψ, ψ')` for free propagation over a length `a`
at wave number `q`. -/
def freeProp (q a : ℝ) : Matrix (Fin 2) (Fin 2) ℝ :=
  !![cos (q * a), sin (q * a) / q; -q * sin (q * a), cos (q * a)]

/-- Transfer matrix across a delta barrier of strength `g`: `ψ` is continuous and
`ψ'` jumps by `g ψ`. -/
def deltaKick (g : ℝ) : Matrix (Fin 2) (Fin 2) ℝ := !![1, 0; g, 1]

/-- Transfer matrix of one cell of the comb: a delta barrier, then free propagation. -/
def cellTransfer (q a g : ℝ) : Matrix (Fin 2) (Fin 2) ℝ := freeProp q a * deltaKick g

/-- The Kronig-Penney function `cos(qa) + g sin(qa) / (2q)`. -/
def kpFunction (q a g : ℝ) : ℝ := cos (q * a) + g * sin (q * a) / (2 * q)

/-- `μ` is a Floquet multiplier of the real matrix `M`: a complex eigenvalue with a
nonzero complex eigenvector. -/
def IsMultiplier (M : Matrix (Fin 2) (Fin 2) ℝ) (μ : ℂ) : Prop :=
  ∃ v : Fin 2 → ℂ, v ≠ 0 ∧ M.map Complex.ofReal *ᵥ v = μ • v

/-- `M` has a Bloch mode: a Floquet multiplier of modulus one. -/
def HasBlochMode (M : Matrix (Fin 2) (Fin 2) ℝ) : Prop :=
  ∃ μ : ℂ, ‖μ‖ = 1 ∧ IsMultiplier M μ

/-- The free transfer matrix carries value and slope of a free wave from `x` to `x + a`. -/
theorem freeProp_propagates (q a A B x : ℝ) (hq : q ≠ 0) :
    ![wave q A B (x + a), deriv (wave q A B) (x + a)]
      = freeProp q a *ᵥ ![wave q A B x, deriv (wave q A B) x] := by
  have hd : ∀ y, deriv (wave q A B) y
      = A * (-sin (q * y) * q) + B * (cos (q * y) * q) := by
    intro y
    have h0 : HasDerivAt (fun y => q * y) q y :=
      ((hasDerivAt_id' y).const_mul q).congr_deriv (mul_one q)
    exact ((h0.cos.const_mul A).fun_add (h0.sin.const_mul B)).deriv
  have e : q * (x + a) = q * x + q * a := mul_add q x a
  rw [hd (x + a), hd x]
  ext i
  fin_cases i <;>
    simp [freeProp, Matrix.mulVec, dotProduct, Fin.sum_univ_two, wave, e, cos_add, sin_add]
  all_goals (first | ring1 | (field_simp; ring1))

/-- For a real transfer matrix of unit determinant, the Floquet multipliers are the roots
of `μ² - (tr M) μ + 1`. -/
theorem isMultiplier_iff (M : Matrix (Fin 2) (Fin 2) ℝ) (hdet : M.det = 1) (μ : ℂ) :
    IsMultiplier M μ ↔ μ ^ 2 - (M.trace : ℂ) * μ + 1 = 0 := by
  have key : ∀ v : Fin 2 → ℂ, M.map Complex.ofReal *ᵥ v = μ • v ↔
      (M.map Complex.ofReal - diagonal (fun _ => μ)) *ᵥ v = 0 := by
    intro v
    have h : diagonal (fun _ : Fin 2 => μ) *ᵥ v = μ • v := by
      ext i
      simp [Matrix.mulVec_diagonal]
    rw [Matrix.sub_mulVec, h, sub_eq_zero]
  -- the characteristic polynomial
  have hd : (M.map Complex.ofReal - diagonal (fun _ => μ)).det
      = μ ^ 2 - (M.trace : ℂ) * μ + 1 := by
    have h : (M 0 0 : ℂ) * M 1 1 - M 0 1 * M 1 0 = 1 := by
      rw [Matrix.det_fin_two] at hdet
      exact_mod_cast hdet
    have h01 : (0 : Fin 2) ≠ 1 := by decide
    rw [Matrix.det_fin_two, Matrix.trace_fin_two]
    simp only [Matrix.sub_apply, Matrix.map_apply, Matrix.diagonal_apply_eq,
      Matrix.diagonal_apply_ne _ h01, Matrix.diagonal_apply_ne _ h01.symm]
    push_cast
    linear_combination h
  unfold IsMultiplier
  rw [← hd, ← Matrix.exists_mulVec_eq_zero_iff]
  exact exists_congr fun v => and_congr_right fun _ => key v

/-- For a real transfer matrix of unit determinant, the phase `e^{iθ}` is a Floquet
multiplier exactly when `tr M = 2 cos θ`. -/
theorem phase_isMultiplier_iff (M : Matrix (Fin 2) (Fin 2) ℝ) (hdet : M.det = 1) (θ : ℝ) :
    IsMultiplier M (Complex.exp (θ * Complex.I)) ↔ M.trace = 2 * cos θ := by
  have h2 := Complex.two_cos (θ : ℂ)
  have h1 : Complex.exp (θ * Complex.I) * Complex.exp (-θ * Complex.I) = 1 := by
    rw [← Complex.exp_add]
    simp
  -- μ² - tμ + 1 = μ (μ + μ⁻¹ - t)
  have h3 : Complex.exp (θ * Complex.I) ^ 2 - (M.trace : ℂ) * Complex.exp (θ * Complex.I) + 1
      = Complex.exp (θ * Complex.I) * (2 * Complex.cos θ - (M.trace : ℂ)) := by
    rw [h2]
    linear_combination -h1
  rw [isMultiplier_iff M hdet, h3]
  constructor
  · intro h
    have h4 := (mul_eq_zero.1 h).resolve_left (Complex.exp_ne_zero _)
    have h5 : (M.trace : ℂ) = ((2 * cos θ : ℝ) : ℂ) := by
      push_cast
      linear_combination -h4
    exact Complex.ofReal_injective h5
  · intro h
    rw [h]
    push_cast
    ring

/-- A real transfer matrix of unit determinant has a Bloch mode exactly when
`|tr M| ≤ 2`. -/
theorem hasBlochMode_iff (M : Matrix (Fin 2) (Fin 2) ℝ) (hdet : M.det = 1) :
    HasBlochMode M ↔ |M.trace| ≤ 2 := by
  rw [abs_le]
  constructor
  · rintro ⟨μ, hμ, hm⟩
    have h := Complex.norm_mul_exp_arg_mul_I μ
    rw [hμ, Complex.ofReal_one, one_mul] at h
    rw [← h, phase_isMultiplier_iff M hdet] at hm
    constructor
    · linarith [neg_one_le_cos μ.arg]
    · linarith [cos_le_one μ.arg]
  · rintro ⟨h1, h2⟩
    refine ⟨_, Complex.norm_exp_ofReal_mul_I (arccos (M.trace / 2)), ?_⟩
    rw [phase_isMultiplier_iff M hdet, cos_arccos (by linarith) (by linarith)]
    ring

/-- The cell transfer matrix has determinant one, and its trace is twice the
Kronig-Penney function. -/
theorem cell_det_trace (q a g : ℝ) (hq : q ≠ 0) :
    (cellTransfer q a g).det = 1 ∧ (cellTransfer q a g).trace = 2 * kpFunction q a g := by
  constructor
  · rw [cellTransfer, Matrix.det_mul, freeProp, deltaKick, Matrix.det_fin_two_of,
      Matrix.det_fin_two_of]
    linear_combination sin_sq_add_cos_sq (q * a) + sin (q * a) ^ 2 * mul_inv_cancel₀ hq
  · rw [cellTransfer, freeProp, deltaKick, Matrix.mul_fin_two, Matrix.trace_fin_two_of,
      kpFunction]
    ring

/-- Kronig-Penney dispersion relation: `e^{iθ}` is a Floquet multiplier of the cell exactly
when `cos θ = cos(qa) + g sin(qa) / (2q)`. -/
theorem dispersion (q a g θ : ℝ) (hq : q ≠ 0) :
    IsMultiplier (cellTransfer q a g) (Complex.exp (θ * Complex.I))
      ↔ cos θ = kpFunction q a g := by
  rw [phase_isMultiplier_iff _ (cell_det_trace q a g hq).1, (cell_det_trace q a g hq).2]
  constructor <;> intro h <;> linarith

/-- Band condition: the cell transfer matrix has a unit-modulus eigenvalue exactly when
`|cos(qa) + g sin(qa) / (2q)| ≤ 1`. -/
theorem band_condition (q a g : ℝ) (hq : q ≠ 0) :
    HasBlochMode (cellTransfer q a g) ↔ |kpFunction q a g| ≤ 1 := by
  rw [hasBlochMode_iff _ (cell_det_trace q a g hq).1, (cell_det_trace q a g hq).2,
    abs_mul, abs_two]
  constructor <;> intro h <;> linarith

/-- If `qa = nπ + t` with `0 < t ≤ π/2` and `π q t < 2g`, the Kronig-Penney function
exceeds one in modulus. -/
theorem gap_criterion (q a g t : ℝ) (n : ℕ) (hq : 0 < q) (ht0 : 0 < t) (ht1 : t ≤ π / 2)
    (hqa : q * a = t + n * π) (hg : π * q * t < 2 * g) : 1 < |kpFunction q a g| := by
  have hD : kpFunction q a g = (-1) ^ n * (cos t + g * sin t / (2 * q)) := by
    rw [kpFunction, hqa, cos_add_nat_mul_pi, sin_add_nat_mul_pi]
    ring
  rw [hD, abs_mul, abs_pow, abs_neg, abs_one, one_pow, one_mul]
  refine lt_of_lt_of_le ?_ (le_abs_self _)
  -- the cosine drops quadratically in t, the barrier term grows linearly
  have hc : 1 - t ^ 2 / 2 ≤ cos t := one_sub_sq_div_two_le_cos
  have hs : 2 * t ≤ π * sin t := by
    have h := mul_le_mul_of_nonneg_left (mul_le_sin ht0.le ht1) pi_pos.le
    have e : π * (2 / π * t) = 2 * t := by
      linear_combination 2 * t * mul_inv_cancel₀ pi_pos.ne'
    linarith
  have hp : 0 < π * q * t := by positivity
  have hg0 : 0 < g := by linarith
  have hk : t ^ 2 / 2 < g * sin t / (2 * q) := by
    rw [lt_div_iff₀ (by positivity)]
    by_contra h
    have h1 := mul_lt_mul_of_pos_right hg ht0
    have h2 := mul_le_mul_of_nonneg_left hs hg0.le
    have h3 := mul_le_mul_of_nonneg_left (not_lt.1 h) pi_pos.le
    nlinarith
  linarith

/-- For a repulsive comb the band condition fails, and there is no Bloch mode, on an
interval of wave numbers just above each `q = nπ/a`. -/
theorem gap_above (a g : ℝ) (ha : 0 < a) (hg : 0 < g) (n : ℕ) :
    ∃ δ > 0, ∀ q, n * π / a < q → q < n * π / a + δ →
      1 < |kpFunction q a g| ∧ ¬ HasBlochMode (cellTransfer q a g) := by
  have hL : 0 < π * (n * π + π / 2) := by positivity
  have hτ : 0 < min (π / 2) (2 * g * a / (π * (n * π + π / 2))) :=
    lt_min (by positivity) (by positivity)
  refine ⟨_, div_pos hτ ha, fun q h1 h2 => ?_⟩
  have hq : 0 < q := lt_of_le_of_lt (by positivity) h1
  rw [div_lt_iff₀ ha] at h1
  rw [← add_div, lt_div_iff₀ ha] at h2
  have m1 := min_le_left (π / 2) (2 * g * a / (π * (n * π + π / 2)))
  have m2 := min_le_right (π / 2) (2 * g * a / (π * (n * π + π / 2)))
  obtain ⟨t, ht⟩ : ∃ t, q * a = t + n * π := ⟨q * a - n * π, by ring⟩
  have ht0 : 0 < t := by linarith
  have ht2 : t * (π * (n * π + π / 2)) < 2 * g * a := (lt_div_iff₀ hL).1 (by linarith)
  have hb : π * q * t < 2 * g := by
    by_contra h
    have h3 := mul_le_mul_of_nonneg_right (not_lt.1 h) ha.le
    have h4 : π * t * (q * a) ≤ π * t * (n * π + π / 2) :=
      mul_le_mul_of_nonneg_left (by linarith) (by positivity)
    nlinarith
  have hgap := gap_criterion q a g t n hq ht0 (by linarith) ht hb
  exact ⟨hgap, fun h => not_le_of_gt hgap ((band_condition q a g hq.ne').1 h)⟩

/-- At `q = nπ/a` with `n ≥ 1` the cell has a Bloch mode, whatever the barrier strength. -/
theorem edge_allowed (a g : ℝ) (ha : a ≠ 0) (n : ℕ) (hn : n ≠ 0) :
    HasBlochMode (cellTransfer (n * π / a) a g) := by
  have hq : (n : ℝ) * π / a ≠ 0 :=
    div_ne_zero (mul_ne_zero (Nat.cast_ne_zero.2 hn) pi_pos.ne') ha
  have hc := cos_add_nat_mul_pi 0 n
  rw [zero_add, cos_zero, mul_one] at hc
  rw [band_condition _ _ _ hq, kpFunction, div_mul_cancel₀ _ ha, hc, sin_nat_mul_pi,
    mul_zero, zero_div, add_zero, abs_pow, abs_neg, abs_one, one_pow]

end

end KronigPenneyComb
```

```lean
#print axioms KronigPenneyComb.dispersion
#print axioms KronigPenneyComb.band_condition
#print axioms KronigPenneyComb.gap_above
#print axioms KronigPenneyComb.edge_allowed
```

```
'KronigPenneyComb.dispersion' depends on axioms: [propext, Classical.choice, Quot.sound]
'KronigPenneyComb.band_condition' depends on axioms: [propext, Classical.choice, Quot.sound]
'KronigPenneyComb.gap_above' depends on axioms: [propext, Classical.choice, Quot.sound]
'KronigPenneyComb.edge_allowed' depends on axioms: [propext, Classical.choice, Quot.sound]
```

## Notes on the proof

`freeProp_propagates` computes the slope in `hd`, then applies `cos_add` and `sin_add` to each component. In `isMultiplier_iff`, `key` turns the eigenvalue equation into a kernel condition, `hd` expands the determinant, and `Matrix.exists_mulVec_eq_zero_iff` links the two. `phase_isMultiplier_iff` does the factoring in `h3` and cancels the phase by `Complex.exp_ne_zero`. `hasBlochMode_iff` uses `Complex.norm_mul_exp_arg_mul_I` in one direction and `cos_arccos` in the other. `cell_det_trace` supplies determinant and trace, after which `dispersion` and `band_condition` divide by two. In `gap_criterion`, `hD` extracts the sign, `hc` and `hs` are the two bounds, and `hk` compares the quadratic with the linear term. `gap_above` gives $\tau/a$ as witness, obtains $\pi qt<2g$ in `hb`, and applies the criterion. `edge_allowed` evaluates $D=(-1)^n$.

A reusable technique appears in the determinant: `linear_combination sin_sq_add_cos_sq (q * a) + sin (q * a) ^ 2 * mul_inv_cancel₀ hq`. The cancellation $q\,q^{-1}=1$ is passed as one more equation, with coefficient $s^2$, so no denominators need clearing and the line records $c^2+s^2qq^{-1}-1=(s^2+c^2-1)+s^2(qq^{-1}-1)$.
